# The density gradient of a twice continuously differentiable energy functional on finitely many sites is differentiable

The energy here is a real function `E` of the densities on a finite set of sites, and its gradient `siteGrad E` lists the partial derivatives of `E` with respect to each site's density. The theorem says that if `E` is twice continuously differentiable, this gradient is differentiable at every point. The densities range over all real vectors, with no condition of positivity or fixed particle number, and nothing is assumed about the form of `E`. The proof first shows that the full derivative `fderiv ℝ E` is differentiable, then takes the gradient one component at a time, each being that derivative applied to a constant unit vector.

The failing Lean file:

```lean
import Mathlib

open Matrix Filter Topology

namespace ConstrainedDFTKernel

noncomputable section

variable {ι : Type*} [Fintype ι] [DecidableEq ι]

/-- The gradient of an energy functional with respect to the site densities. -/
def siteGrad (E : (ι → ℝ) → ℝ) (x : ι → ℝ) : ι → ℝ :=
  fun i => fderiv ℝ E x (Pi.single i 1)

/-- The density gradient of a twice continuously differentiable functional is differentiable. -/
theorem differentiable_siteGrad {E : (ι → ℝ) → ℝ} (hE : ContDiff ℝ 2 E) :
    Differentiable ℝ (siteGrad E) := by
  have h : Differentiable ℝ (fderiv ℝ E) :=
    (hE.fderiv_right (m := 1) one_add_one_eq_two.le).differentiable (by simp)
  exact differentiable_pi.2 fun i => h.clm_apply (differentiable_const (Pi.single i (1 : ℝ)))

end

end ConstrainedDFTKernel
```

Compiling this gives:

```
Main.lean:20:49: error: Application type mismatch: The argument
  differentiable_const (Pi.single i ?m.113)
has type
  Differentiable ?m.97 fun x => Pi.single i ?m.113
but is expected to have type
  Differentiable ℝ fun x => Pi.single i 1
in the application
  Differentiable.clm_apply h (differentiable_const (Pi.single i ?m.113))
```

The error concerns the constant unit vector. `Pi.single` builds functions whose value type may vary from site to site, so `Pi.single i (1 : ℝ)` speaks only of the type at site `i` and does not by itself say that the whole vector has type `ι → ℝ`. In the message, the entry `?m.113` and the scalar field `?m.97` are still undetermined, and Lean fails to match the argument's type with the expected one.

The repair states the constant function's differentiability separately, as `hc`, with the vector marked as `ι → ℝ` and the field given as `ℝ`. `differentiable_const _` then takes its constant from that statement, and `h.clm_apply` receives an argument whose type is settled.

The expected type in the message already contains the right unit vector, so the message gives no reason for the other changes: opening the component with `refine`, and naming the result `hi` before `exact hi`, are mere tidying.

Fix (accepted with no message):

```diff
@@ -18,5 +18,9 @@
   have h : Differentiable ℝ (fderiv ℝ E) :=
     (hE.fderiv_right (m := 1) one_add_one_eq_two.le).differentiable (by simp)
-  exact differentiable_pi.2 fun i => h.clm_apply (differentiable_const (Pi.single i (1 : ℝ)))
+  refine differentiable_pi.2 fun i => ?_
+  have hc : Differentiable ℝ (fun _ : ι → ℝ => (Pi.single i (1 : ℝ) : ι → ℝ)) :=
+    differentiable_const _
+  have hi := h.clm_apply hc
+  exact hi
 
 end
```
